# The one-particle density matrix of a symmetry eigenvector commutes with the conjugate orbital matrix

Put one fermion in the left one of two equivalent, orthonormal orbitals. The one-particle density matrix is \(\mathrm{diag}(1,0)\), and its eigenvectors, the natural orbitals, are "left" and "right". Neither is even or odd under exchange of the two orbitals, so diagonalising the density matrix has lost the symmetry labels. The trouble lies in the state, which is not an eigenvector of the exchange. For a state that is one, the density matrix commutes with the conjugate of the unitary matrix that mixes the annihilation operators, and natural orbitals can be chosen with symmetry labels.

In electronic structure this permits the density matrix of such a state, in a finite orthonormal orbital set whose span a given operation maps to itself, to be diagonalised separately in each symmetry block of that operation.

## Operators, symmetry and density matrix

Let \(E\) be a complex inner-product space and let \(p\) run over a finite index set `n`. The linear maps \(a_p\) and \(c_p\) on \(E\) are the annihilation and creation operators. The inner product is conjugate-linear in its first slot.

```lean
import Mathlib

open Matrix
open scoped InnerProductSpace

namespace SymmetryAdaptedNaturalOrbitals

noncomputable section

variable {n E : Type*} [Fintype n] [DecidableEq n]
  [NormedAddCommGroup E] [InnerProductSpace ℂ E]
```

For a vector \(v\), define
\[ g_{pq}(v)=\langle v, c_p a_q v\rangle . \]
No normalisation is assumed. For \(v\neq 0\), the physical density matrix is \(g(v)/\|v\|^2\).

```lean
/-- The one-particle density matrix `g p q = ⟨v, c_p a_q v⟩` of the state vector `v`. -/
def oneRDM {n : Type*} (c a : n → E →ₗ[ℂ] E) (v : E) : Matrix n n ℂ :=
  Matrix.of fun p q => ⟪v, c p (a q v)⟫_ℂ
```

The creation operators are adjoint to the annihilation operators: \(\langle x,c_p y\rangle=\langle a_p x,y\rangle\). This is the only relation between them that the general results use. The anticommutation relations are not assumed.

```lean
/-- The creation operators `c p` are adjoint to the annihilation operators `a p`. -/
def AreAdjoint {n : Type*} (c a : n → E →ₗ[ℂ] E) : Prop :=
  ∀ p x y, ⟪x, c p y⟫_ℂ = ⟪a p x, y⟫_ℂ
```

The symmetry operation \(W\) is a linear map that preserves norms, and hence inner products. It mixes the annihilation operators by a matrix \(U\):
\[ W a_p=\sum_q U_{pq}\,a_q W . \]
For invertible \(W\) this is the usual \(W a_p W^{-1}=\sum_q U_{pq}a_q\). The type `E →ₗᵢ[ℂ] E` does not require \(W\) to be onto. The relation is a hypothesis, which holds when \(W\) is the many-particle form of a rotation, reflection or permutation that maps the span of the chosen orbitals to itself.

```lean
/-- The many-particle operation `W` mixes the annihilation operators by the matrix `U`:
`W a_p = ∑ q, U p q a_q W`. -/
def IsOrbitalSymmetry {n : Type*} [Fintype n] (a : n → E →ₗ[ℂ] E) (W : E →ₗᵢ[ℂ] E)
    (U : Matrix n n ℂ) : Prop :=
  ∀ p x, W (a p x) = ∑ q, U p q • a q (W x)
```

Below, \(\bar U\) is the entrywise conjugate, written `U.map (starRingEnd ℂ)`, and \(U^T\) is the transpose.

## (a) Matrix elements as overlaps

Show that \(g_{pq}(v)\) is the overlap of \(a_p v\) and \(a_q v\).

Take \(x=v\) and \(y=a_q v\) in the adjoint relation:
\[ g_{pq}(v)=\langle v,c_p(a_q v)\rangle=\langle a_p v,a_q v\rangle . \]
The Lean proof is this same substitution into `hc`.

```lean
variable {c a : n → E →ₗ[ℂ] E} {W : E →ₗᵢ[ℂ] E} {U : Matrix n n ℂ} {v : E} {z : ℂ}

omit [Fintype n] [DecidableEq n] in
/-- The density matrix is the matrix of overlaps of the vectors `a_p v`. -/
theorem oneRDM_eq_inner (hc : AreAdjoint c a) (v : E) (p q : n) :
    oneRDM c a v p q = ⟪a p v, a q v⟫_ℂ :=
  hc p v (a q v)
```

## (b) Transformation of the density matrix

Relate the density matrix of \(v\) to that of \(Wv\).

Since \(W\) preserves inner products, part (a) gives
\[
\begin{aligned}
g_{pq}(v)&=\langle W a_p v,W a_q v\rangle\\
&=\sum_{r,s}\bar U_{pr}U_{qs}\langle a_r Wv,a_s Wv\rangle\\
&=\sum_{r,s}\bar U_{pr}\,g_{rs}(Wv)\,(U^T)_{sq}.
\end{aligned}
\]
Thus \(g(v)=\bar U\,g(Wv)\,U^T\). Unitarity of \(U\) has not been used.

In the proof, `W.inner_map_map` inserts \(W\) in both slots, `hW` expands the two vectors, and `Finset.sum_comm` puts the double sum in the order of the matrix product.

```lean
omit [DecidableEq n] in
/-- The density matrices of `v` and of the transformed vector `W v` are related by
`g(v) = conj(U) g(W v) Uᵀ`. -/
theorem oneRDM_transform (hc : AreAdjoint c a) (hW : IsOrbitalSymmetry a W U) (v : E) :
    oneRDM c a v = U.map (starRingEnd ℂ) * oneRDM c a (W v) * Uᵀ := by
  ext p q
  -- `W` preserves the overlap of `a_p v` and `a_q v`
  rw [oneRDM_eq_inner hc, ← W.inner_map_map, hW p v, hW q v, sum_inner]
  simp only [Matrix.mul_apply, Matrix.transpose_apply, Matrix.map_apply, inner_sum,
    inner_smul_left, inner_smul_right, oneRDM_eq_inner hc, Finset.sum_mul]
  rw [Finset.sum_comm]
  refine Finset.sum_congr rfl fun s _ => Finset.sum_congr rfl fun r _ => ?_
  ring
```

## (c) Commutation for a symmetry eigenvector

Let \(U\) be unitary and \(Wv=zv\). Show that \(g(v)\) commutes with \(\bar U\).

If \(v=0\), then \(g(Wv)=g(v)=0\). Otherwise \(\|v\|=\|Wv\|=|z|\,\|v\|\), so \(|z|=1\), and
\[ g(Wv)=g(zv)=\bar z z\,g(v)=g(v). \]
Part (b) now reads \(g=\bar U g U^T\), with \(g=g(v)\). The transpose of \(U^\dagger U=1\) is \(U^T\bar U=1\), and therefore
\[ g\bar U=\bar U g U^T\bar U=\bar U g . \]

The intermediate result `hphase` removes the eigenvalue, `hUU` is the transposed unitarity relation, and the final `calc` is the last display. That \(z\) is a phase is derived from the isometry. The statement concerns a single operation \(W\); for a group it applies to each element of which \(v\) is an eigenvector.

```lean
/-- If `v` is an eigenvector of the symmetry operation `W`, its one-particle density matrix
commutes with the entrywise conjugate of the unitary orbital matrix `U`. -/
theorem oneRDM_commute (hc : AreAdjoint c a) (hW : IsOrbitalSymmetry a W U)
    (hU : U ∈ Matrix.unitaryGroup n ℂ) (hv : W v = z • v) :
    Commute (oneRDM c a v) (U.map (starRingEnd ℂ)) := by
  -- the eigenvalue is a phase and drops out of the density matrix
  have hphase : oneRDM c a (W v) = oneRDM c a v := by
    by_cases h0 : v = 0
    · rw [h0, map_zero]
    · have hz : ‖z‖ = 1 := by
        have h := W.norm_map v
        rw [hv, norm_smul] at h
        exact mul_right_cancel₀ (norm_ne_zero_iff.mpr h0) (by rw [h, one_mul])
      have hzz : (starRingEnd ℂ) z * z = 1 := by
        rw [mul_comm, Complex.mul_conj, Complex.normSq_eq_norm_sq, hz]
        simp
      ext p q
      rw [hv]
      simp only [oneRDM, Matrix.of_apply, map_smul, inner_smul_left, inner_smul_right]
      linear_combination ⟪v, c p (a q v)⟫_ℂ * hzz
  have key := oneRDM_transform hc hW v
  rw [hphase] at key
  -- unitarity of `U`, transposed
  have hUU : Uᵀ * U.map (starRingEnd ℂ) = 1 := by
    have h := congrArg Matrix.transpose (Matrix.mem_unitaryGroup_iff'.mp hU)
    rw [Matrix.transpose_mul, Matrix.transpose_one] at h
    have e : (star U)ᵀ = U.map (starRingEnd ℂ) := by
      ext i j
      rfl
    rwa [e] at h
  calc oneRDM c a v * U.map (starRingEnd ℂ)
      = (U.map (starRingEnd ℂ) * oneRDM c a v * Uᵀ) * U.map (starRingEnd ℂ) := by
        rw [← key]
    _ = U.map (starRingEnd ℂ) * oneRDM c a v := by rw [mul_assoc, hUU, mul_one]
```

## (d) Vanishing elements between different labels

Suppose each annihilation operator only acquires a phase factor, \(W a_p=\chi_p a_p W\), and \(Wv=zv\). Show that \(g_{pq}=0\) whenever \(\chi_p\neq\chi_q\).

Here \(U=\mathrm{diag}(\chi)\), and its unitarity means that every \(\chi_p\) is a phase. The \((p,q)\) element of \(g\bar U=\bar U g\) is
\[ g_{pq}\bar\chi_q=\bar\chi_p g_{pq}. \]
If \(g_{pq}\) were nonzero, it could be cancelled, which would give \(\chi_p=\chi_q\).

The proof takes the same matrix element of `oneRDM_commute`, cancels by `mul_right_cancel₀`, and uses that conjugation is injective.

```lean
/-- Selection rule: if each annihilation operator `a p` only acquires a phase `χ p` under the
symmetry, the density matrix of a symmetry eigenvector has no element between orbitals with
different phases. -/
theorem oneRDM_selection_rule {χ : n → ℂ} (hc : AreAdjoint c a)
    (hW : IsOrbitalSymmetry a W (Matrix.diagonal χ))
    (hU : Matrix.diagonal χ ∈ Matrix.unitaryGroup n ℂ) (hv : W v = z • v)
    {p q : n} (hpq : χ p ≠ χ q) : oneRDM c a v p q = 0 := by
  have h := congrFun (congrFun (oneRDM_commute hc hW hU hv).eq p) q
  rw [Matrix.diagonal_map (map_zero _), Matrix.mul_diagonal, Matrix.diagonal_mul] at h
  by_contra hne
  have h2 : (starRingEnd ℂ) (χ p) = (starRingEnd ℂ) (χ q) :=
    mul_right_cancel₀ hne (by linear_combination -h)
  exact hpq ((starRingEnd ℂ).injective h2)
```

## (e) A symmetry-adapted orbital for every occupation number

Let \(\nu\) be an eigenvalue of \(g\), under the hypotheses of (c). Find an eigenvector of \(g\) for \(\nu\) that is also an eigenvector of \(\bar U\).

Let \(S\) be the eigenspace of \(g\) for \(\nu\). For \(x\in S\),
\[ g(\bar U x)=\bar U g x=\nu\,\bar U x , \]
so \(\bar U\) maps \(S\) into itself. Since \(S\) is a nonzero finite-dimensional complex space, the restriction of \(\bar U\) to it has an eigenvector \(x\neq0\), with \(\bar U x=\chi x\).

Such an \(x\) describes an orbital with annihilation operator \(b=\sum_p x_p a_p\). From \(U^T\bar U=1\) we get \(U^T x=\bar\chi x\), hence \(Wb=\bar\chi\,bW\): the orbital carries a symmetry label. For normalised \(v\) and \(x\), \(\|bv\|^2=\nu\) is its occupation number.

In Lean, `hmap` is the invariance of \(S\), the vector \(y\) of the hypotheses shows that \(S\) is nonzero, and `Module.End.exists_eigenvalue` supplies \(\chi\). The theorem gives one adapted vector for each eigenvalue, and does not construct a full basis.

```lean
/-- Every eigenvalue `ν` of the density matrix of a symmetry eigenvector has an eigenvector
that is also an eigenvector of the conjugate orbital matrix. -/
theorem exists_symmetry_adapted_orbital (hc : AreAdjoint c a) (hW : IsOrbitalSymmetry a W U)
    (hU : U ∈ Matrix.unitaryGroup n ℂ) (hv : W v = z • v) {ν : ℂ} {y : n → ℂ}
    (hy0 : y ≠ 0) (hy : oneRDM c a v *ᵥ y = ν • y) :
    ∃ (x : n → ℂ) (χ : ℂ), x ≠ 0 ∧ oneRDM c a v *ᵥ x = ν • x ∧
      U.map (starRingEnd ℂ) *ᵥ x = χ • x := by
  have hcomm := oneRDM_commute hc hW hU hv
  let S := Module.End.eigenspace (Matrix.toLin' (oneRDM c a v)) ν
  have hS : ∀ x, x ∈ S ↔ oneRDM c a v *ᵥ x = ν • x := fun x => by
    rw [Module.End.mem_eigenspace_iff, Matrix.toLin'_apply]
  -- the symmetry maps the eigenspace of `ν` into itself
  have hmap : ∀ x ∈ S, Matrix.toLin' (U.map (starRingEnd ℂ)) x ∈ S := fun x hx => by
    rw [hS] at hx ⊢
    rw [Matrix.toLin'_apply, Matrix.mulVec_mulVec, hcomm.eq, ← Matrix.mulVec_mulVec, hx,
      Matrix.mulVec_smul]
  have : Nontrivial S :=
    ⟨⟨⟨y, (hS y).2 hy⟩, 0, fun h => hy0 (congrArg Subtype.val h)⟩⟩
  obtain ⟨χ, hχ⟩ := Module.End.exists_eigenvalue
    ((Matrix.toLin' (U.map (starRingEnd ℂ))).restrict hmap)
  obtain ⟨x, hx⟩ := hχ.exists_hasEigenvector
  refine ⟨x.1, χ, fun h => hx.2 (Subtype.ext h), (hS x.1).1 x.2, ?_⟩
  exact congrArg Subtype.val hx.apply_eq_smul
```

## (f) Nondegenerate occupation numbers

Suppose \(gy=\nu y\) and every solution of \(gx=\nu x\) is a multiple of \(y\). Show that \(y\) itself is an eigenvector of \(\bar U\).

By commutation \(g(\bar U y)=\nu\,\bar U y\). The vector \(\bar U y\) is then one of these solutions, so \(\bar U y=\chi y\) for some \(\chi\). A natural orbital has \(y\neq0\), although the equation also holds trivially for \(y=0\).

The proof applies the nondegeneracy hypothesis `hnd` to \(\bar U y\) and checks the eigenvalue equation. In a degenerate eigenspace, by contrast, a diagonalisation routine may return vectors that mix symmetry labels, although by (e) the eigenspace contains an adapted vector.

```lean
/-- Let `g` be the density matrix of a symmetry eigenvector and let `g y = ν y`. If every solution
of `g x = ν x` is a multiple of `y`, then the conjugate orbital matrix maps `y` to a multiple of
`y`. -/
theorem nondegenerate_orbital_adapted (hc : AreAdjoint c a) (hW : IsOrbitalSymmetry a W U)
    (hU : U ∈ Matrix.unitaryGroup n ℂ) (hv : W v = z • v) {ν : ℂ} {y : n → ℂ}
    (hy : oneRDM c a v *ᵥ y = ν • y)
    (hnd : ∀ x, oneRDM c a v *ᵥ x = ν • x → ∃ t : ℂ, x = t • y) :
    ∃ χ : ℂ, U.map (starRingEnd ℂ) *ᵥ y = χ • y := by
  apply hnd
  rw [Matrix.mulVec_mulVec, (oneRDM_commute hc hW hU hv).eq, ← Matrix.mulVec_mulVec, hy,
    Matrix.mulVec_smul]
```

## (g) Matrices as operators on two-mode Fock space

Write the action of a \(4\times4\) matrix \(M\) on two-mode Fock space in components.

In the ordered basis \(|00\rangle,|10\rangle,|01\rangle,|11\rangle\), numbered from 0 to 3,
\[ (Mx)_i=\sum_j M_{ij}x_j . \]
This is how `matrixOp` is defined, so the identity holds by `rfl`.

```lean
/-- The Fock space of two modes, with basis `|00⟩, |10⟩, |01⟩, |11⟩`. -/
abbrev Fock := EuclideanSpace ℂ (Fin 4)

/-- The operator on the two-mode Fock space with matrix `M`. -/
def matrixOp (M : Matrix (Fin 4) (Fin 4) ℂ) : Fock →ₗ[ℂ] Fock where
  toFun x := WithLp.toLp 2 (M *ᵥ x.ofLp)
  map_add' x y := by ext i; simp [Matrix.mulVec_add]
  map_smul' r x := by ext i; simp [Matrix.mulVec_smul]

/-- The components of `matrixOp M x` are given by the matrix-vector product. -/
theorem matrixOp_apply (M : Matrix (Fin 4) (Fin 4) ℂ) (x : Fock) (i : Fin 4) :
    (matrixOp M x).ofLp i = ∑ j, M i j * x.ofLp j := rfl
```

## (h) Two fermionic modes and their exchange

Find fermionic operators, an exchange \(W\) and an eigenvector of \(W\) that satisfy all the hypotheses of (c), with a density matrix that is not diagonal.

Number the modes 0 and 1, and set \(|11\rangle=c_0c_1|00\rangle\). The nonzero actions of the annihilation operators are
\[
\begin{aligned}
a_0|10\rangle&=|00\rangle, & a_0|11\rangle&=|01\rangle,\\
a_1|01\rangle&=|00\rangle, & a_1|11\rangle&=-|10\rangle .
\end{aligned}
\]

```lean
/-- The annihilation operators of the two modes. -/
def lower : Fin 2 → Fock →ₗ[ℂ] Fock :=
  ![matrixOp !![0, 1, 0, 0; 0, 0, 0, 0; 0, 0, 0, 1; 0, 0, 0, 0],
    matrixOp !![0, 0, 1, 0; 0, 0, 0, -1; 0, 0, 0, 0; 0, 0, 0, 0]]
```

The creation operators have the transposed matrices. These are the adjoints, because all entries are real.

```lean
/-- The creation operators of the two modes. -/
def raise : Fin 2 → Fock →ₗ[ℂ] Fock :=
  ![matrixOp !![0, 0, 0, 0; 1, 0, 0, 0; 0, 0, 0, 0; 0, 0, 1, 0],
    matrixOp !![0, 0, 0, 0; 0, 0, 0, 0; 1, 0, 0, 0; 0, -1, 0, 0]]
```

The sign in \(a_1|11\rangle\) gives the anticommutation relations. For example,
\[ a_0a_1|11\rangle=-|00\rangle,\qquad a_1a_0|11\rangle=|00\rangle, \]
and on the other basis states both products vanish. Likewise
\[ a_0c_1|10\rangle=-|01\rangle,\qquad c_1a_0|10\rangle=|01\rangle, \]
while both products vanish on the other three states; the relation for \(a_1\) and \(c_0\) is the adjoint one. For equal modes \(a_p^2=0\), and \(c_pa_p\) and \(a_pc_p\) project on the occupied and the empty states of mode \(p\), so they add to 1.

The exchange fixes \(|00\rangle\) and swaps \(|10\rangle\) with \(|01\rangle\). On the doubly occupied state it must give
\[ W|11\rangle=c_1c_0|00\rangle=-|11\rangle . \]
It permutes an orthonormal basis up to sign, so it preserves norms.

```lean
/-- The exchange of the two modes, with a sign on the doubly occupied state. -/
def exchange : Fock →ₗᵢ[ℂ] Fock where
  toLinearMap := matrixOp !![1, 0, 0, 0; 0, 0, 1, 0; 0, 1, 0, 0; 0, 0, 0, -1]
  norm_map' x := by
    rw [EuclideanSpace.norm_eq, EuclideanSpace.norm_eq]
    congr 1
    simp [matrixOp_apply, Fin.sum_univ_four]
    ring
```

On the basis states one finds \(Wa_0=a_1W\) and \(Wa_1=a_0W\), so
\[ U=\begin{pmatrix}0&1\\1&0\end{pmatrix}, \]
which is real and symmetric with \(U^2=1\), hence unitary. For \(v=|10\rangle-|01\rangle\) we have \(Wv=-v\), \(a_0v=|00\rangle\) and \(a_1v=-|00\rangle\). By (a),
\[ g(v)=\begin{pmatrix}1&-1\\-1&1\end{pmatrix}. \]
The normalised state \(v/\sqrt2\) has half this matrix. Its natural orbitals are \((1,-1)/\sqrt2\) with occupation 1 and \((1,1)/\sqrt2\) with occupation 0, one odd and one even under exchange.

The theorem lists seven properties: adjointness, two families of anticommutation relations, the mixing relation, unitarity, the eigenvalue equation and the value of \(g(v)\). The proof splits them, runs through all modes and components with `fin_cases`, and evaluates the finite sums with `simp`.

```lean
/-- Two fermionic modes, their exchange and the unnormalised vector `|10⟩ - |01⟩` satisfy the
anticommutation relations and all symmetry hypotheses, with a non-diagonal density matrix. -/
theorem exchange_witness :
    AreAdjoint raise lower ∧
    (∀ p q x, lower p (lower q x) + lower q (lower p x) = 0) ∧
    (∀ p q x, lower p (raise q x) + raise q (lower p x) = if p = q then x else 0) ∧
    IsOrbitalSymmetry lower exchange !![0, 1; 1, 0] ∧
    !![0, 1; 1, 0] ∈ Matrix.unitaryGroup (Fin 2) ℂ ∧
    exchange !₂[0, 1, -1, 0] = (-1 : ℂ) • !₂[0, 1, -1, 0] ∧
    oneRDM raise lower !₂[0, 1, -1, 0] = !![1, -1; -1, 1] := by
  have hex : ∀ x, exchange x =
      matrixOp !![1, 0, 0, 0; 0, 0, 1, 0; 0, 1, 0, 0; 0, 0, 0, -1] x := fun _ => rfl
  refine ⟨?_, ?_, ?_, ?_, ?_, ?_, ?_⟩
  · intro p x y
    fin_cases p <;>
      simp [raise, lower, PiLp.inner_apply, matrixOp_apply, Fin.sum_univ_four]
  · intro p q x
    ext i
    fin_cases p <;> fin_cases q <;> fin_cases i <;>
      simp [lower, matrixOp_apply, Fin.sum_univ_four]
  · intro p q x
    ext i
    fin_cases p <;> fin_cases q <;> fin_cases i <;>
      simp [lower, raise, matrixOp_apply, Fin.sum_univ_four]
  · intro p x
    ext i
    fin_cases p <;> fin_cases i <;>
      simp [hex, lower, matrixOp_apply, Fin.sum_univ_four, Fin.sum_univ_two]
  · rw [Matrix.mem_unitaryGroup_iff]
    ext i j
    fin_cases i <;> fin_cases j <;>
      simp [Matrix.mul_apply, Matrix.star_apply, Fin.sum_univ_two]
  · ext i
    fin_cases i <;> simp [hex, matrixOp_apply, Fin.sum_univ_four]
  · ext p q
    fin_cases p <;> fin_cases q <;>
      simp [oneRDM, raise, lower, PiLp.inner_apply, matrixOp_apply, Fin.sum_univ_four]

end

end SymmetryAdaptedNaturalOrbitals
```

```lean
#print axioms SymmetryAdaptedNaturalOrbitals.oneRDM_commute
#print axioms SymmetryAdaptedNaturalOrbitals.oneRDM_selection_rule
#print axioms SymmetryAdaptedNaturalOrbitals.exists_symmetry_adapted_orbital
#print axioms SymmetryAdaptedNaturalOrbitals.nondegenerate_orbital_adapted
```

```
'SymmetryAdaptedNaturalOrbitals.oneRDM_commute' depends on axioms: [propext, Classical.choice, Quot.sound]
'SymmetryAdaptedNaturalOrbitals.oneRDM_selection_rule' depends on axioms: [propext, Classical.choice, Quot.sound]
'SymmetryAdaptedNaturalOrbitals.exists_symmetry_adapted_orbital' depends on axioms: [propext, Classical.choice, Quot.sound]
'SymmetryAdaptedNaturalOrbitals.nondegenerate_orbital_adapted' depends on axioms: [propext, Classical.choice, Quot.sound]
```
